# The pivot of a twisted factorization bounds an eigenvector entry by the eigenvalue's distance from the shift

Let \(A\) be a real symmetric matrix and \(s\) a real number, and suppose that
\[
A - s = N D N^{T},
\]
with \(D\) diagonal, \(N\) invertible and \(N e_k = e_k\) for one index \(k\), where \(e_k\) is the \(k\)-th unit vector. Put \(z = N^{-T} e_k\). Then
\[
z_k = 1, \qquad (A-s)z = D_{kk}\, e_k ,
\]
and every unit eigenvector \(v\) of \(A\) with eigenvalue \(l\) satisfies
\[
|D_{kk}|\,|v_k| \le |l-s|\,\|z\| .
\]

## Eliminating a chain from both ends

Consider a tight-binding chain with open ends, one orbital per site and hopping only between nearest neighbours, so that \(A\) is tridiagonal. Suppose that an eigenvalue is known approximately, and let \(s\) be the approximation. To find the eigenvector one needs a vector that \(A - s\) nearly annihilates.

Gaussian elimination on \(A-s\) can start at both ends of the chain and meet at a site \(k\). If no pivot vanishes on the way, the result is a factorization \(N D N^T\). The columns of \(N\) to the left of \(k\) reach downwards, those to the right reach upwards, and column \(k\) is \(e_k\). This is the usual twisted factorization. The condition \(N e_k = e_k\) says that site \(k\) is where the two eliminations meet, and the pivot \(D_{kk}\) is the effective on-site energy there, measured from \(s\), after the other sites have been eliminated.

The vector \(z\) comes from one triangular-type solve, and its residual sits entirely on site \(k\), with size \(|D_{kk}|\). When \(v_k \neq 0\), the bound reads
\[
\frac{\|(A-s)z\|}{\|z\|} \le \frac{|l-s|}{|v_k|},
\]
so a twist at a site where the eigenvector has substantial weight gives a relative residual not much larger than the error of the shift. In electronic structure this concerns the step from approximate orbital energies to orbital coefficients, for a finite real symmetric Hamiltonian matrix in an orthonormal basis and in exact arithmetic.

## What is assumed and what is bounded

In the Lean file the indices run over an arbitrary finite type `n`, and the dimension is `Fintype.card n`. The diagonal of \(D\) is a function `d : n → ℝ`, so \(D_{kk}\) is `d k`. The unit vector \(e_k\) is `Pi.single k 1`.

The structure `IsTwisted A N d s k` collects three hypotheses:

- `factor` is the equation \(A - s = N D N^T\), with \(s\) multiplying the identity matrix;
- `invertible` says that the determinant of \(N\) is a unit, which for a real number means nonzero;
- `column` is \(N e_k = e_k\).

Neither a tridiagonal \(A\) nor any triangular pattern in \(N\) is required, so the definition is wider than the factorization obtained from a chain. Symmetry of \(A\) is not a hypothesis either, since it follows from `factor`.

The vector \(z\) is `twistVector N k`, called the starting vector in the comments of the file. Its length is `len`, defined as \(\sqrt{x\cdot x}\), because the norm that Mathlib attaches to plain functions `n → ℝ` is the largest absolute entry and not the Euclidean length. An eigenvector enters `pivot_bound` through `A *ᵥ v = l • v`, and its normalisation through `v ⬝ᵥ v = 1`.

Two further statements concern the pivot. By `mul_resolvent_diag`, if \(A-s\) is invertible, then
\[
D_{kk}\,\bigl[(A-s)^{-1}\bigr]_{kk} = 1 ,
\]
so the pivot is the reciprocal of a diagonal element of the resolvent, which is the Green's function at site \(k\) up to sign convention. The theorem `exists_good_twist` assumes a factorization at every index, all with the same shift. It then finds an index at which
\[
\|(A-s)z\| \le \sqrt{n}\,|l-s|\,\|z\| ,
\]
where \(n\) in the formula is the dimension and \(z\) belongs to that index.

The existence of the factorizations is assumed throughout. Rounding errors, complex Hermitian matrices and generalised eigenproblems with an overlap matrix are not treated. The bounds control the residual of \(z\) and not its angle to \(v\), which also depends on how well \(l\) is separated from the other eigenvalues.

## From the factorization to the bound

**Symmetry.** Since \(A = N D N^T + s\) and \((N D N^T)^T = N D N^T\), the matrix \(A\) equals its transpose.

**The entry \(z_k\).** By definition \(N^T z = N^T N^{-T} e_k = e_k\). Using \(e_k = N e_k\),
\[
z_k = e_k^T z = (N e_k)^T z = e_k^T (N^T z) = e_k^T e_k = 1 .
\]

**The residual.** Apply the three factors in turn:
\[
(A-s) z = N D (N^T z) = N D e_k = D_{kk}\, N e_k = D_{kk}\, e_k .
\]
Its length is \(|D_{kk}|\).

**An exact identity.** Let \(A v = l v\) and evaluate \(v^T (A-s) z\) in two ways. Acting to the right gives \(D_{kk}\, v^T e_k = D_{kk} v_k\). Acting to the left, with \(A\) symmetric, gives \(((A-s)v)^T z = (l-s)\, v^T z\). Hence
\[
D_{kk}\, v_k = (l-s)\, v^T z .
\]
Normalisation has not been used so far.

**The bound.** For \(\|v\| = 1\) the Cauchy–Schwarz inequality gives \(|v^T z| \le \|v\|\,\|z\| = \|z\|\). Taking absolute values in the identity yields
\[
|D_{kk}|\,|v_k| = |l-s|\,|v^T z| \le |l-s|\,\|z\| .
\]

**The resolvent.** If \(A-s\) is invertible, the residual equation becomes \(z = D_{kk}\,(A-s)^{-1} e_k\). Its \(k\)-th entry is \(1 = D_{kk}\,[(A-s)^{-1}]_{kk}\).

**A good index.** Now suppose that there is a factorization at every index. The squares \(v_i^2\) sum to 1, so they cannot all be smaller than \(1/n\). Choose \(k\) with \(n v_k^2 \ge 1\), that is, \(\sqrt{n}\,|v_k| \ge 1\). With \(D\) and \(z\) taken from the factorization at this \(k\),
\[
\|(A-s)z\| = |D_{kk}| \le \sqrt{n}\,|D_{kk}|\,|v_k| \le \sqrt{n}\,|l-s|\,\|z\| .
\]
This argument picks \(k\) by looking at \(v\), which is unknown in a computation. The index with the smallest ratio \(|D_{kk}|/\|z\|\) can be found without \(v\), and it satisfies the same inequality because its ratio is no larger; this remark supplements the theorems in the file.

## The complete Lean file

```lean
import Mathlib

open Matrix

namespace TwistedFactorization

noncomputable section

variable {n : Type*} [Fintype n] [DecidableEq n]

/-- A twisted factorization of the shifted matrix `A - s` at index `k`: it equals `N D Nᵀ` with
`D` diagonal, `N` invertible, and the `k`-th column of `N` equal to the unit vector `e_k`. -/
structure IsTwisted (A N : Matrix n n ℝ) (d : n → ℝ) (s : ℝ) (k : n) : Prop where
  factor : A - s • (1 : Matrix n n ℝ) = N * diagonal d * Nᵀ
  invertible : IsUnit N.det
  column : N *ᵥ Pi.single k 1 = Pi.single k 1

/-- The starting vector `z = N⁻ᵀ e_k`, for invertible `N`. -/
def twistVector (N : Matrix n n ℝ) (k : n) : n → ℝ := (N⁻¹)ᵀ *ᵥ Pi.single k 1

/-- The Euclidean length of a real vector. -/
def len (x : n → ℝ) : ℝ := √(x ⬝ᵥ x)

variable {A N : Matrix n n ℝ} {d : n → ℝ} {s : ℝ} {k : n}

/-- A matrix with a twisted factorization is symmetric. -/
theorem IsTwisted.isSymm (h : IsTwisted A N d s k) : A.IsSymm := by
  have hA := eq_add_of_sub_eq h.factor
  unfold Matrix.IsSymm
  rw [hA]
  simp [transpose_mul, Matrix.mul_assoc]

/-- The starting vector solves the linear system `Nᵀ z = e_k`. -/
theorem IsTwisted.transpose_mulVec (h : IsTwisted A N d s k) :
    Nᵀ *ᵥ twistVector N k = Pi.single k 1 := by
  unfold twistVector
  rw [mulVec_mulVec, ← transpose_mul, nonsing_inv_mul _ h.invertible, transpose_one, one_mulVec]

/-- For a twisted factorization at index `k`, the starting vector has `k`-th entry one. -/
theorem IsTwisted.twistVector_apply (h : IsTwisted A N d s k) : twistVector N k k = 1 := by
  calc twistVector N k k = (Pi.single k 1 : n → ℝ) ⬝ᵥ twistVector N k := by simp
    _ = (N *ᵥ Pi.single k 1) ⬝ᵥ twistVector N k := by rw [h.column]
    _ = (Pi.single k 1 : n → ℝ) ⬝ᵥ (Nᵀ *ᵥ twistVector N k) := by
        rw [dotProduct_mulVec, vecMul_transpose]
    _ = 1 := by rw [h.transpose_mulVec]; simp

/-- The shifted matrix maps the starting vector to `D_kk e_k`. -/
theorem IsTwisted.shifted_mulVec (h : IsTwisted A N d s k) :
    (A - s • (1 : Matrix n n ℝ)) *ᵥ twistVector N k = d k • Pi.single k 1 := by
  have hD : diagonal d *ᵥ Pi.single k 1 = d k • (Pi.single k 1 : n → ℝ) := by
    ext i
    rw [mulVec_diagonal]
    rcases eq_or_ne i k with rfl | hi
    · simp
    · simp [hi]
  rw [h.factor, ← mulVec_mulVec, h.transpose_mulVec, ← mulVec_mulVec, hD, mulVec_smul, h.column]

/-- If `A - s` is invertible, `D_kk` is the reciprocal of the `k`-th diagonal entry of the
resolvent `(A - s)⁻¹`. -/
theorem IsTwisted.mul_resolvent_diag (h : IsTwisted A N d s k)
    (hM : IsUnit (A - s • (1 : Matrix n n ℝ)).det) :
    d k * (A - s • (1 : Matrix n n ℝ))⁻¹ k k = 1 := by
  have hz : twistVector N k
      = d k • ((A - s • (1 : Matrix n n ℝ))⁻¹ *ᵥ Pi.single k 1) := by
    rw [← mulVec_smul, ← h.shifted_mulVec, mulVec_mulVec, nonsing_inv_mul _ hM, one_mulVec]
  have h1 := congrFun hz k
  rw [h.twistVector_apply] at h1
  simpa using h1.symm

/-- For an eigenvector `v` of `A` with eigenvalue `l`, the pivot `D_kk` times `v_k` equals
`l - s` times the overlap of `v` with the starting vector. -/
theorem IsTwisted.pivot_mul_entry (h : IsTwisted A N d s k) {l : ℝ} {v : n → ℝ}
    (hv : A *ᵥ v = l • v) : d k * v k = (l - s) * (v ⬝ᵥ twistVector N k) := by
  have hT : (A - s • (1 : Matrix n n ℝ))ᵀ = A - s • (1 : Matrix n n ℝ) := by
    rw [transpose_sub, transpose_smul, transpose_one, h.isSymm.eq]
  -- evaluate `⟨v, (A - s) z⟩` by acting to the right, then to the left
  have h1 : v ⬝ᵥ ((A - s • (1 : Matrix n n ℝ)) *ᵥ twistVector N k) = d k * v k := by
    rw [h.shifted_mulVec, dotProduct_smul]
    simp
  rw [← h1, dotProduct_mulVec, ← mulVec_transpose, hT, sub_mulVec, smul_mulVec, one_mulVec, hv,
    ← sub_smul, smul_dotProduct, smul_eq_mul]

/-- Every unit eigenvector `v` of `A` with eigenvalue `l` satisfies
`|D_kk| |v_k| ≤ |l - s| ‖z‖`, where `z` is the starting vector. -/
theorem IsTwisted.pivot_bound (h : IsTwisted A N d s k) {l : ℝ} {v : n → ℝ}
    (hv : A *ᵥ v = l • v) (hunit : v ⬝ᵥ v = 1) :
    |d k| * |v k| ≤ |l - s| * len (twistVector N k) := by
  -- Cauchy-Schwarz for the overlap with a unit vector
  have hcs : |v ⬝ᵥ twistVector N k| ≤ len (twistVector N k) := by
    apply Real.abs_le_sqrt
    have hc := Finset.sum_mul_sq_le_sq_mul_sq Finset.univ v (twistVector N k)
    simp only [dotProduct, ← sq] at hunit ⊢
    rwa [hunit, one_mul] at hc
  rw [← abs_mul, h.pivot_mul_entry hv, abs_mul]
  exact mul_le_mul_of_nonneg_left hcs (abs_nonneg _)

/-- The residual `(A - s) z` of the starting vector has length `|D_kk|`. -/
theorem IsTwisted.len_residual (h : IsTwisted A N d s k) :
    len ((A - s • (1 : Matrix n n ℝ)) *ᵥ twistVector N k) = |d k| := by
  unfold len
  rw [h.shifted_mulVec, smul_dotProduct, dotProduct_smul]
  simp [Real.sqrt_mul_self_eq_abs]

/-- If `A - s` has a twisted factorization at every index and `l` is an eigenvalue of `A`, then at
some index the starting vector `z` has residual at most `√n |l - s| ‖z‖`, `n` the dimension. -/
theorem exists_good_twist {F : n → Matrix n n ℝ} {p : n → n → ℝ}
    (h : ∀ k, IsTwisted A (F k) (p k) s k) {l : ℝ} {v : n → ℝ}
    (hv : A *ᵥ v = l • v) (hunit : v ⬝ᵥ v = 1) :
    ∃ k, len ((A - s • (1 : Matrix n n ℝ)) *ᵥ twistVector (F k) k)
      ≤ √(Fintype.card n : ℝ) * (|l - s| * len (twistVector (F k) k)) := by
  have hne : Nonempty n := by
    rcases isEmpty_or_nonempty n with he | he
    · simp [dotProduct] at hunit
    · exact he
  have hsq : ∑ i, v i ^ 2 = 1 := by
    simp only [dotProduct, ← sq] at hunit
    exact hunit
  -- some entry of a unit vector is at least `1 / √n` in size
  obtain ⟨k, -, hk⟩ : ∃ k ∈ (Finset.univ : Finset n),
      (1 : ℝ) ≤ (Fintype.card n : ℝ) * v k ^ 2 := by
    apply Finset.exists_le_of_sum_le Finset.univ_nonempty
    rw [← Finset.mul_sum, hsq]
    simp
  have hk' : 1 ≤ √(Fintype.card n : ℝ) * |v k| := by
    rw [← Real.sqrt_sq_eq_abs, ← Real.sqrt_mul (Nat.cast_nonneg _)]
    exact (Real.le_sqrt' one_pos).2 (by rw [one_pow]; exact hk)
  refine ⟨k, ?_⟩
  rw [(h k).len_residual]
  calc |p k k| = |p k k| * 1 := (mul_one _).symm
    _ ≤ |p k k| * (√(Fintype.card n : ℝ) * |v k|) :=
        mul_le_mul_of_nonneg_left hk' (abs_nonneg _)
    _ = √(Fintype.card n : ℝ) * (|p k k| * |v k|) := by ring
    _ ≤ _ := mul_le_mul_of_nonneg_left ((h k).pivot_bound hv hunit) (Real.sqrt_nonneg _)

/-- The tridiagonal 3 by 3 matrix with diagonal 2 and off-diagonals -1, shifted by 1, has a
twisted factorization at its middle index with pivots 1, -1, 1. -/
theorem isTwisted_witness :
    IsTwisted !![2, -1, 0; -1, 2, -1; 0, -1, 2] !![1, 0, 0; -1, 1, -1; 0, 0, 1]
      ![1, -1, 1] 1 (1 : Fin 3) where
  factor := by
    ext i j
    fin_cases i <;> fin_cases j <;>
      simp [Matrix.mul_apply, Fin.sum_univ_three, vecMul_diagonal, one_apply] <;> norm_num
  invertible := by simp [det_fin_three]
  column := by
    ext i
    fin_cases i <;> simp [mulVec, dotProduct, Pi.single_apply]

end

end TwistedFactorization
```

```lean
#print axioms TwistedFactorization.IsTwisted.mul_resolvent_diag
-- 'TwistedFactorization.IsTwisted.mul_resolvent_diag' depends on axioms: [propext, Classical.choice, Quot.sound]
#print axioms TwistedFactorization.IsTwisted.pivot_mul_entry
-- 'TwistedFactorization.IsTwisted.pivot_mul_entry' depends on axioms: [propext, Classical.choice, Quot.sound]
#print axioms TwistedFactorization.exists_good_twist
-- 'TwistedFactorization.exists_good_twist' depends on axioms: [propext, Classical.choice, Quot.sound]
```

## How the Lean proofs follow the calculation

`IsTwisted.isSymm` solves the factorization for \(A\) with `eq_add_of_sub_eq` and lets `simp` transpose the product. `IsTwisted.transpose_mulVec` proves \(N^T z = e_k\): it combines the two transposed matrices into \((N^{-1}N)^T\), and `nonsing_inv_mul` reduces the product inside to the identity. This is where the invertibility of \(N\) is used.

The `calc` block in `IsTwisted.twistVector_apply` is the chain of equalities for \(z_k\), line by line. The column condition replaces \(e_k\) by \(N e_k\), and `dotProduct_mulVec` with `vecMul_transpose` moves \(N\) to the other side of the scalar product.

In `IsTwisted.shifted_mulVec` the auxiliary statement `hD` is \(D e_k = D_{kk} e_k\), checked entry by entry with the cases \(i = k\) and \(i \ne k\). The final `rw` then applies \(N^T\), \(D\) and \(N\) to \(z\) in that order. `IsTwisted.len_residual` takes the length of the result, where \(\sqrt{D_{kk}^2}\) becomes \(|D_{kk}|\).

`IsTwisted.mul_resolvent_diag` first establishes the vector equation \(z = D_{kk}(A-s)^{-1}e_k\) as `hz`. It then reads off the \(k\)-th entry with `congrFun` and inserts \(z_k = 1\).

`IsTwisted.pivot_mul_entry` is the evaluation of \(v^T(A-s)z\) in two ways. The statement `h1` is the action to the right. The closing `rw` performs the action to the left, using `hT`, the symmetry of \(A-s\), and then the eigenvalue equation `hv`.

In `IsTwisted.pivot_bound`, the lemma `Real.abs_le_sqrt` turns the wanted inequality \(|v^T z| \le \sqrt{z^T z}\) into one between squares. `Finset.sum_mul_sq_le_sq_mul_sq` is the Cauchy–Schwarz inequality for finite sums, and `hunit` replaces the factor \(\sum_i v_i^2\) by 1. Multiplication by the nonnegative number \(|l-s|\) finishes the proof.

`exists_good_twist` begins by ruling out an empty index type, on which no vector has length one. The averaging step is `Finset.exists_le_of_sum_le`: it compares the sum of the constant 1 over all indices with the sum of \(n v_i^2\), both equal to the dimension, and returns an index with \(1 \le n v_k^2\). The statement `hk'` is the square root of this inequality, and the final `calc` inserts it and then `pivot_bound`.

Finally, `isTwisted_witness` gives a concrete case of `IsTwisted`: a three-site chain with on-site energy 2 and hopping element \(-1\), shifted by \(s = 1\) and twisted at its middle site. Lean numbers the sites 0, 1, 2, so the middle one is `1`. The pivots are \(1, -1, 1\), and the proof checks the nine entries of the factorization, the determinant and the column. Solving \(N^T z = e_1\) by hand gives \(z = (1,1,1)^T\), and \((A-1)z = (0,-1,0)^T\) shows the residual concentrated on the middle site with the pivot \(-1\) as its value. At the two end sites the diagonal entry of \((A-1)^{-1}\) is zero, so by `mul_resolvent_diag` no twisted factorization exists there for this shift. The example therefore does not meet the stronger assumption of `exists_good_twist`.
